# Angular momentum is a vector under proper rotations and gains a sign under improper ones

When a molecule is rotated about the origin, or reflected in a plane through it, and its momenta are rotated or reflected in the same way, its angular momentum about the origin need not be summed again over all atoms. The value from the old orientation can be transformed with the same matrix, provided that the sign is right. For finitely many classical point particles, this gives a simulation code a simple check: if the law fails by more than rounding error, positions and momenta were not both transformed with the intended orthogonal matrix. Agreement alone does not prove that they were, since some mistakes leave the total unchanged.

## Vectors, particles and a mirror

A vector $a \in \mathbb{R}^3$ has components $a_0, a_1, a_2$ along $x, y, z$, numbered from zero as in Lean, where its type is `Fin 3 → ℝ`. The unit vectors along the axes are $e_0, e_1, e_2$. The cross product, written `⨯₃` in Lean, is the right-handed one:

$$a \times b = (a_1b_2 - a_2b_1,\; a_2b_0 - a_0b_2,\; a_0b_1 - a_1b_0).$$

A matrix applied to a vector is written `*ᵥ`, and a number multiplying a vector or matrix is written `•`. Matrices act actively: they move the particles and leave the axes in place.

```lean
import Mathlib

open Matrix

namespace CrossProductRotation
```

Particles are labelled by a finite type `ι`. Particle $i$ has position $r_i$ and momentum $p_i$, and the total angular momentum about the origin is $L = \sum_i r_i \times p_i$. The momenta are arbitrary vectors, so neither masses nor equations of motion enter.

```lean
/-- The total angular momentum `∑ r × p` of finitely many particles with positions `r` and
momenta `p`. -/
def angularMomentum {ι : Type*} [Fintype ι] (r p : ι → Fin 3 → ℝ) : Fin 3 → ℝ :=
  ∑ i, (r i) ⨯₃ (p i)
```

The example in part (f) uses the reflection $S = \mathrm{diag}(1, 1, -1)$.

```lean
/-- The reflection in the `xy` plane, which reverses the `z` coordinate. -/
def mirrorXY : Matrix (Fin 3) (Fin 3) ℝ := !![1, 0, 0; 0, 1, 0; 0, 0, -1]
```

## (a) The transpose acting on a transformed cross product

**Task.** Show that for every real $3\times 3$ matrix $M$, orthogonal or not, and all vectors $a, b$,

$$M^T\big((Ma)\times(Mb)\big) = \det(M)\,(a\times b).$$

**Solution.** Let $m_0, m_1, m_2$ be the columns of $M$, so that $Ma = \sum_j a_j m_j$, and write $c = a\times b$. Expanding the product and using $m_j\times m_k = -m_k\times m_j$ gives

$$(Ma)\times(Mb) = c_0\, m_1\times m_2 + c_1\, m_2\times m_0 + c_2\, m_0\times m_1.$$

Component $i$ of $M^T v$ is $m_i\cdot v$. In $m_i\cdot\big((Ma)\times(Mb)\big)$, every triple product with a repeated column vanishes. The remaining one is $m_0\cdot(m_1\times m_2) = \det M$ or a cyclic permutation of it, which leaves $\det(M)\,c_i$.

Lean takes a more direct route. `fin_cases i` separates the three components, `simp` writes each as a polynomial in the entries, and `ring` confirms that the two polynomials agree.

```lean
/-- For any real 3x3 matrix `M`, the transpose of `M` takes the cross product of the transformed
vectors to `det M` times the original cross product. -/
theorem transpose_mulVec_cross (M : Matrix (Fin 3) (Fin 3) ℝ) (a b : Fin 3 → ℝ) :
    Mᵀ *ᵥ ((M *ᵥ a) ⨯₃ (M *ᵥ b)) = M.det • (a ⨯₃ b) := by
  ext i
  fin_cases i <;>
    simp [Matrix.mulVec, dotProduct, Fin.sum_univ_three, cross_apply, Matrix.det_fin_three] <;>
    ring
```

## (b) The cross product under an orthogonal matrix

**Task.** Let $Q^TQ = 1$. Show that

$$(Qa)\times(Qb) = \det(Q)\,Q(a\times b).$$

**Solution.** For a square matrix, a left inverse is also a right inverse, so $QQ^T = 1$. Inserting this and using (a),

$$(Qa)\times(Qb) = QQ^T\big((Qa)\times(Qb)\big) = Q\big(\det(Q)\,(a\times b)\big) = \det(Q)\,Q(a\times b).$$

The hypothesis `hQ` is the orthogonality condition, and the `calc` block follows this chain.

Determinant 1 alone is not enough. Take $M = \mathrm{diag}(2, \tfrac12, 1)$, which has determinant 1, with $a = e_1$ and $b = e_2$. Then $(Ma)\times(Mb) = \tfrac12 e_0$, whereas $\det(M)\,M(a\times b) = 2e_0$.

```lean
/-- The cross product of two vectors transformed by an orthogonal matrix `Q` is the transformed
cross product times the determinant of `Q`. -/
theorem cross_orthogonal {Q : Matrix (Fin 3) (Fin 3) ℝ} (hQ : Qᵀ * Q = 1) (a b : Fin 3 → ℝ) :
    (Q *ᵥ a) ⨯₃ (Q *ᵥ b) = Q.det • (Q *ᵥ (a ⨯₃ b)) := by
  have hQ' : Q * Qᵀ = 1 := mul_eq_one_comm.mp hQ
  -- insert `Q Qᵀ = 1` and let `Qᵀ` act on the cross product
  calc (Q *ᵥ a) ⨯₃ (Q *ᵥ b)
      = (Q * Qᵀ) *ᵥ ((Q *ᵥ a) ⨯₃ (Q *ᵥ b)) := by rw [hQ', Matrix.one_mulVec]
    _ = Q *ᵥ (Qᵀ *ᵥ ((Q *ᵥ a) ⨯₃ (Q *ᵥ b))) := by rw [Matrix.mulVec_mulVec]
    _ = Q.det • (Q *ᵥ (a ⨯₃ b)) := by rw [transpose_mulVec_cross, Matrix.mulVec_smul]
```

## (c) The possible determinants

**Task.** Show that $Q^TQ = 1$ implies

$$\det Q = 1 \quad\text{or}\quad \det Q = -1.$$

**Solution.** Take determinants of both sides. Since $\det Q^T = \det Q$, this gives $(\det Q)^2 = 1$, whose real solutions are $1$ and $-1$. Orthogonal matrices with determinant $1$ are the proper rotations; those with determinant $-1$ are the improper ones, such as reflections and the inversion.

In Lean, `congrArg Matrix.det hQ` takes the determinants and `mul_self_eq_one_iff` solves the equation.

```lean
/-- The determinant of a real orthogonal 3x3 matrix is `1` or `-1`. -/
theorem det_orthogonal {Q : Matrix (Fin 3) (Fin 3) ℝ} (hQ : Qᵀ * Q = 1) :
    Q.det = 1 ∨ Q.det = -1 := by
  have h := congrArg Matrix.det hQ
  rw [Matrix.det_mul, Matrix.det_transpose, Matrix.det_one] at h
  exact mul_self_eq_one_iff.mp h
```

## (d) The total angular momentum

**Task.** Apply the same orthogonal $Q$ to every position and every momentum. Show that the new total $L'$ satisfies

$$L' = \det(Q)\,QL.$$

**Solution.** Use (b) for each particle and then the linearity of $Q$:

$$L' = \sum_i (Qr_i)\times(Qp_i) = \sum_i \det(Q)\,Q(r_i\times p_i) = \det(Q)\,Q\sum_i r_i\times p_i.$$

Transforming momenta by $Q$ alone suits a fixed change of orientation. If $Q$ depended on time, the velocity of $Qr_i$ would contain the further term $\dot Q r_i$. A shift of the origin is not part of the transformation either.

In the code, `hsum` takes $Q$ through the sum, `Finset.smul_sum` does the same for the determinant, and `Finset.sum_congr` applies (b) term by term.

```lean
/-- When an orthogonal matrix `Q` acts on all positions and momenta, the total angular momentum
is transformed by `Q` and multiplied by the determinant of `Q`. -/
theorem angularMomentum_orthogonal {ι : Type*} [Fintype ι] {Q : Matrix (Fin 3) (Fin 3) ℝ}
    (hQ : Qᵀ * Q = 1) (r p : ι → Fin 3 → ℝ) :
    angularMomentum (fun i => Q *ᵥ r i) (fun i => Q *ᵥ p i)
      = Q.det • (Q *ᵥ angularMomentum r p) := by
  have hsum : Q *ᵥ (∑ i, (r i) ⨯₃ (p i)) = ∑ i, Q *ᵥ ((r i) ⨯₃ (p i)) :=
    map_sum Q.mulVecLin _ _
  unfold angularMomentum
  rw [hsum, Finset.smul_sum]
  exact Finset.sum_congr rfl fun i _ => cross_orthogonal hQ (r i) (p i)
```

## (e) Proper and improper cases

**Task.** Show that one of these two cases holds:

$$\det Q = 1 \text{ and } L' = QL, \qquad\text{or}\qquad \det Q = -1 \text{ and } L' = -QL.$$

**Solution.** By (c) the determinant is $1$ or $-1$. Put each value into (d). For the inversion $Q = -1$, for example, $L' = -(-L) = L$: positions and momenta change sign, and angular momentum does not.

The Lean statement joins the two cases by `∨` and keeps the determinant in each, because for $L = 0$ the transformation law alone would not tell them apart. The proof splits with `rcases` and substitutes the determinant into (d).

```lean
/-- An orthogonal matrix either has determinant `1` and transforms angular momentum as a vector,
or has determinant `-1` and transforms it as a vector with an extra minus sign. -/
theorem angularMomentum_proper_or_improper {ι : Type*} [Fintype ι]
    {Q : Matrix (Fin 3) (Fin 3) ℝ} (hQ : Qᵀ * Q = 1) (r p : ι → Fin 3 → ℝ) :
    (Q.det = 1 ∧ angularMomentum (fun i => Q *ᵥ r i) (fun i => Q *ᵥ p i)
        = Q *ᵥ angularMomentum r p) ∨
    (Q.det = -1 ∧ angularMomentum (fun i => Q *ᵥ r i) (fun i => Q *ᵥ p i)
        = -(Q *ᵥ angularMomentum r p)) := by
  have hL := angularMomentum_orthogonal hQ r p
  rcases det_orthogonal hQ with h | h
  · left
    exact ⟨h, by rw [hL, h, one_smul]⟩
  · right
    exact ⟨h, by rw [hL, h, neg_smul, one_smul]⟩
```

## (f) Reflection in the $xy$ plane

**Task.** Reflect all positions and momenta with $S = \mathrm{diag}(1,1,-1)$. Show that

$$L' = (-L_0,\; -L_1,\; L_2).$$

**Solution.** The matrix satisfies $S^TS = 1$ and has $\det S = -1$. By (d),

$$L' = -SL = -(L_0,\; L_1,\; -L_2) = (-L_0,\; -L_1,\; L_2).$$

A molecule spinning about the $z$ axis therefore keeps its sense of rotation in this mirror, while one spinning about $x$ reverses it.

Lean checks orthogonality entry by entry in `hQ` and the determinant in `hdet`. It then replaces the total angular momentum by an arbitrary vector `L` and compares components.

```lean
/-- Reflecting all positions and momenta in the `xy` plane reverses the `x` and `y` components of
the total angular momentum and keeps its `z` component. -/
theorem angularMomentum_mirrorXY {ι : Type*} [Fintype ι] (r p : ι → Fin 3 → ℝ) :
    angularMomentum (fun i => mirrorXY *ᵥ r i) (fun i => mirrorXY *ᵥ p i)
      = ![-angularMomentum r p 0, -angularMomentum r p 1, angularMomentum r p 2] := by
  have hQ : mirrorXYᵀ * mirrorXY = 1 := by
    ext i j
    fin_cases i <;> fin_cases j <;>
      simp [mirrorXY, Matrix.mul_apply, Fin.sum_univ_three]
  have hdet : mirrorXY.det = -1 := by
    simp [mirrorXY, Matrix.det_fin_three]
  rw [angularMomentum_orthogonal hQ, hdet]
  generalize angularMomentum r p = L
  ext i
  fin_cases i <;> simp [mirrorXY, dotProduct, Fin.sum_univ_three]
```

## (g) A matrix that scales every cross product

**Task.** Suppose that a real $3\times3$ matrix $G$ and a number $d$ satisfy $G(a\times b) = d\,(a\times b)$ for all $a, b$. Show that

$$G = d\,1.$$

**Solution.** Each axis is the cross product of the other two: $e_0 = e_1\times e_2$, $e_1 = e_2\times e_0$ and $e_2 = e_0\times e_1$. Hence $Ge_j = d\,e_j$ for each $j$. Since $Ge_j$ is column $j$ of $G$, all columns agree with those of $d\,1$.

The terms `k0`, `k1` and `k2` are these three relations, read in row `i`. The nine entries then follow by `linarith`.

```lean
/-- A 3x3 matrix that multiplies every cross product by the same number `d` is `d` times the
identity. -/
theorem eq_smul_one_of_cross {G : Matrix (Fin 3) (Fin 3) ℝ} {d : ℝ}
    (h : ∀ a b : Fin 3 → ℝ, G *ᵥ (a ⨯₃ b) = d • (a ⨯₃ b)) : G = d • 1 := by
  ext i j
  -- each coordinate axis is the cross product of the other two
  have k0 := congrFun (h ![0, 1, 0] ![0, 0, 1]) i
  have k1 := congrFun (h ![0, 0, 1] ![1, 0, 0]) i
  have k2 := congrFun (h ![1, 0, 0] ![0, 1, 0]) i
  fin_cases i <;> fin_cases j <;>
    simp [cross_apply, Matrix.mulVec, dotProduct, Fin.sum_univ_three] at k0 k1 k2 ⊢ <;>
    linarith
```

## (h) Matrices that preserve the cross product

**Task.** Let $M \neq 0$ be a real $3\times3$ matrix. Show that

$$(Ma)\times(Mb) = M(a\times b)\ \text{ for all } a, b \iff M^TM = 1 \text{ and } \det M = 1.$$

**Solution.** Assume the left side and write $d = \det M$. By (a),

$$M^TM(a\times b) = M^T\big((Ma)\times(Mb)\big) = d\,(a\times b),$$

so (g) gives $M^TM = d\,1$. If $d$ were zero, then $M^TM = 0$. Its diagonal entries are the squared lengths of the columns of $M$, so $M$ would vanish, contrary to assumption. Thus $d \neq 0$. Determinants of $M^TM = d\,1$ give $d^2 = d^3$, hence $d = 1$ and $M^TM = 1$.

Conversely, if $M^TM = 1$ and $\det M = 1$, then (b) is the left side.

The condition $M \neq 0$ excludes a single matrix: $M = 0$ satisfies the left side, since both products vanish, but it is not a rotation.

In the code, `hG` is $M^TM = d\,1$, `hd` is $d \neq 0$, and `h2` is the determinant equation, from which `mul_left_cancel₀` removes the factor $d^2$. The lemma used in `hd` is stated for the conjugate transpose, which for real matrices is the transpose.

```lean
/-- A nonzero real 3x3 matrix commutes with the formation of cross products exactly when it is a
proper rotation, that is, orthogonal with determinant `1`. -/
theorem preserves_cross_iff_rotation {M : Matrix (Fin 3) (Fin 3) ℝ} (hM : M ≠ 0) :
    (∀ a b : Fin 3 → ℝ, (M *ᵥ a) ⨯₃ (M *ᵥ b) = M *ᵥ (a ⨯₃ b)) ↔
      Mᵀ * M = 1 ∧ M.det = 1 := by
  constructor
  · intro h
    have hG : Mᵀ * M = M.det • (1 : Matrix (Fin 3) (Fin 3) ℝ) := by
      apply eq_smul_one_of_cross
      intro a b
      rw [← Matrix.mulVec_mulVec, ← h a b, transpose_mulVec_cross]
    -- a singular matrix of this kind would vanish
    have hd : M.det ≠ 0 := by
      intro h0
      rw [h0, zero_smul] at hG
      apply hM
      apply Matrix.conjTranspose_mul_self_eq_zero.mp
      rw [Matrix.conjTranspose_eq_transpose_of_trivial]
      exact hG
    -- determinants of both sides: `d ^ 2 = d ^ 3`
    have h2 := congrArg Matrix.det hG
    rw [Matrix.det_mul, Matrix.det_transpose, Matrix.det_smul, Matrix.det_one,
      Fintype.card_fin, mul_one] at h2
    have h1 : M.det = 1 := by
      apply mul_left_cancel₀ (mul_ne_zero hd hd)
      linear_combination -h2
    exact ⟨by rw [hG, h1, one_smul], h1⟩
  · rintro ⟨hQ, h1⟩ a b
    rw [cross_orthogonal hQ, h1, one_smul]

end CrossProductRotation
```

```lean
#print axioms CrossProductRotation.angularMomentum_proper_or_improper
-- 'CrossProductRotation.angularMomentum_proper_or_improper' depends on axioms: [propext, Classical.choice, Quot.sound]
#print axioms CrossProductRotation.angularMomentum_mirrorXY
-- 'CrossProductRotation.angularMomentum_mirrorXY' depends on axioms: [propext, Classical.choice, Quot.sound]
#print axioms CrossProductRotation.preserves_cross_iff_rotation
-- 'CrossProductRotation.preserves_cross_iff_rotation' depends on axioms: [propext, Classical.choice, Quot.sound]
```
